# The gap that solves the BCS gap equation for finitely many nonzero levels shrinks on heating

Suppose a solution of the gap equation could grow with temperature. A superconducting gap might then close at one temperature and reopen at a higher one, and the temperature found by setting the gap to zero would mark one closing among several. A search for the critical temperature by bisection, testing at each step whether a positive gap exists, could settle on any of them.

This does not happen for finitely many levels with one constant coupling, if the level energies measured from the chemical potential are nonzero and stay fixed. In a mean-field calculation of that kind, a positive gap exists exactly below the temperature at which the equation, with its common factor of the gap divided out, holds at zero gap, provided there is such a temperature, so the bisection is sound.

## Two monotonicities of the gap sum

Let $\xi_k$ be the level energies measured from the chemical potential, with $k$ running over $N$ levels and every $\xi_k\neq 0$. Let $g$ be the coupling, $T$ the temperature in units with $k_B=1$, and $\Delta$ the gap. With $E_k=\sqrt{\xi_k^2+\Delta^2}$, the gap equation is

$$g\,S(T,\Delta)=1,\qquad S(T,\Delta)=\sum_k \frac{\tanh(E_k/2T)}{2E_k}.$$

This is the self-consistency condition $\Delta=g\,\Delta\,S(T,\Delta)$ divided by $\Delta$. The undivided condition also has the normal solution $\Delta=0$ at every temperature. Here $\Delta=0$ counts as a solution only where $g\,S(T,0)=1$.

The claim is that if $\Delta_1\ge 0$ and $\Delta_2$ solve the gap equation at temperatures $0<T_1<T_2$ respectively, then $\Delta_2<\Delta_1$.

**Temperature.** At fixed $\Delta$, raising $T$ lowers $E_k/2T$. Since $\tanh$ is strictly increasing, every term of $S$ falls.

**Gap.** Raising $\Delta\ge 0$ at fixed $T$ raises every $E_k$, which increases both the numerator and the denominator of each term. With $x=E_k/2T$ the term equals

$$\frac{\tanh(E_k/2T)}{2E_k}=\frac{1}{4T}\,\frac{\tanh x}{x},$$

so it suffices that $\tanh x/x$ strictly decreases for $x>0$. Take $0<x<y$. The derivative of $\tanh$ is $1/\cosh^2$, so the mean value theorem gives points $c\in(0,x)$ and $d\in(x,y)$ with

$$\frac{\tanh x}{x}=\frac{1}{\cosh^2 c},\qquad \frac{\tanh y-\tanh x}{y-x}=\frac{1}{\cosh^2 d}.$$

Because $0<c<d$, the second slope is smaller than the first. Multiplying out,

$$x(\tanh y-\tanh x)<(y-x)\tanh x,$$

hence $x\tanh y<y\tanh x$, and division by $xy$ gives the result.

**Comparison of the solutions.** If $N=0$, the equation reads $0=1$ and has no solutions. Otherwise $gS(T_1,\Delta_1)=1=gS(T_2,\Delta_2)$ makes the two sums equal. If $\Delta_2\ge\Delta_1$ held, then

$$S(T_2,\Delta_2)<S(T_1,\Delta_2)\le S(T_1,\Delta_1),$$

a contradiction. Therefore $\Delta_2<\Delta_1$.

## A positive gap exists exactly below the critical temperature

Let $T_c>0$ satisfy $gS(T_c,0)=1$. Physically, this is the temperature at which the normal state is on the verge of pairing.

Suppose first that $0<T<T_c$. Since $S(T_c,0)>0$, the equation at $T_c$ forces $g>0$, and cooling gives $gS(T,0)>1$. At the large gap $\Delta=gN$ every $E_k$ is at least $gN$. Since $\tanh\le 1$,

$$gS(T,gN)\le g\,N\,\frac{1}{2gN}=\frac12.$$

The left side of the gap equation is continuous in $\Delta$, so it equals $1$ somewhere in $[0,gN]$. This does not occur at $\Delta=0$, where the value exceeds $1$, so the solution is positive.

Conversely, let $\Delta>0$ solve the equation at $T$. If $T=T_c$, then $S(T_c,\Delta)<S(T_c,0)$, although both sums must be equal. If $T>T_c$, the comparison of solutions, applied to the gap $0$ at $T_c$ and $\Delta$ at $T$, gives $\Delta<0$. Both cases are impossible, so $T<T_c$.

## The model in Lean

The levels are indexed by a finite type `ι`. Degenerate levels are allowed, since different indices may carry the same energy.

```lean
import Mathlib

open Set

namespace GapEquationTemperature

noncomputable section

variable {ι : Type*} [Fintype ι]
```

The quasiparticle energy takes one level and one real gap.

```lean
/-- Quasiparticle energy `E = √(ξ² + Δ²)` of a level `ξ` in the presence of a gap `Δ`. -/
def energy (ξ Δ : ℝ) : ℝ := √(ξ ^ 2 + Δ ^ 2)
```

The thermal factor is a function of temperature and quasiparticle energy. The factor of two in the denominator $2E$ fixes the convention for $g$. The one inside the hyperbolic tangent is not a convention: it comes from the Fermi function $f$, through $1-2f(E)=\tanh(E/2T)$.

```lean
/-- Thermal pair kernel `tanh (E / 2T) / (2E)`, for `E ≠ 0` and `T ≠ 0`
(units with Boltzmann constant one). -/
def pairKernel (T E : ℝ) : ℝ := Real.tanh (E / (2 * T)) / (2 * E)
```

The function `gapSum` is $S(T,\Delta)$. The level energies `ξ` do not depend on temperature, so the chemical potential is held fixed relative to the levels.

```lean
/-- Sum of the pair kernel over all levels, for `T ≠ 0` and nonzero quasiparticle energies. -/
def gapSum (ξ : ι → ℝ) (T Δ : ℝ) : ℝ := ∑ k, pairKernel T (energy (ξ k) Δ)
```

The gap equation is a proposition about a given `g`, `T` and `Δ`. It defines no function $\Delta(T)$, and the theorems therefore speak of any numbers that satisfy it.

```lean
/-- The gap equation `g ∑ₖ tanh (Eₖ / 2T) / (2Eₖ) = 1`, for `T ≠ 0` and nonzero
quasiparticle energies. -/
def SolvesGap (g : ℝ) (ξ : ι → ℝ) (T Δ : ℝ) : Prop := g * gapSum ξ T Δ = 1
```

The hypothesis `∀ k, ξ k ≠ 0` in the theorems says that no level lies exactly at the chemical potential. It matters at $\Delta=0$, where Lean would evaluate the term of a zero level as $0$ and not as its limit $1/(4T)$.

The coupling is the same for all levels and the gap does not depend on $k$. A momentum-dependent gap, a continuous density of states and fluctuations beyond mean field are not covered.

## The hyperbolic tangent

The derivative comes from the quotient rule for $\sinh/\cosh$ and the identity $\cosh^2x-\sinh^2x=1$.

```lean
/-- The derivative of `tanh` is `1 / cosh²`. -/
theorem hasDerivAt_tanh (x : ℝ) : HasDerivAt Real.tanh (1 / Real.cosh x ^ 2) x := by
  have h := (Real.hasDerivAt_sinh x).fun_div (Real.hasDerivAt_cosh x) (Real.cosh_pos x).ne'
  have e : Real.tanh = fun y => Real.sinh y / Real.cosh y :=
    funext Real.tanh_eq_sinh_div_cosh
  rw [e]
  refine h.congr_deriv ?_
  rw [show Real.cosh x * Real.cosh x - Real.sinh x * Real.sinh x = 1 by
    linear_combination Real.cosh_sq x]
```

Strict growth of $\tanh$ follows from $\sinh(y-x)>0$. Expanded by the subtraction formula, this is the cross-multiplied form of $\tanh x<\tanh y$.

```lean
/-- The hyperbolic tangent is strictly increasing. -/
theorem tanh_lt {x y : ℝ} (h : x < y) : Real.tanh x < Real.tanh y := by
  rw [Real.tanh_eq_sinh_div_cosh, Real.tanh_eq_sinh_div_cosh,
    div_lt_div_iff₀ (Real.cosh_pos x) (Real.cosh_pos y)]
  have h' := Real.sinh_pos_iff.2 (sub_pos.2 h)
  rw [Real.sinh_sub] at h'
  linarith
```

The next lemma carries the comparison of slopes.

```lean
/-- The ratio `tanh x / x` is strictly decreasing for positive `x`. -/
theorem tanh_div_lt {x y : ℝ} (hx : 0 < x) (h : x < y) :
    Real.tanh y / y < Real.tanh x / x := by
  have hcont : Continuous Real.tanh :=
    continuous_iff_continuousAt.2 fun z => (hasDerivAt_tanh z).continuousAt
  -- compare the mean slopes of tanh on [0, x] and on [x, y]
  obtain ⟨c, hc, h1⟩ := exists_hasDerivAt_eq_slope Real.tanh (fun z => 1 / Real.cosh z ^ 2)
    hx hcont.continuousOn (fun z _ => hasDerivAt_tanh z)
  obtain ⟨d, hd, h2⟩ := exists_hasDerivAt_eq_slope Real.tanh (fun z => 1 / Real.cosh z ^ 2)
    h hcont.continuousOn (fun z _ => hasDerivAt_tanh z)
  have hcd : Real.cosh c < Real.cosh d := by
    rw [Real.cosh_lt_cosh, abs_of_pos hc.1, abs_of_pos (hx.trans hd.1)]
    exact hc.2.trans hd.1
  have hs : 1 / Real.cosh d ^ 2 < 1 / Real.cosh c ^ 2 :=
    one_div_lt_one_div_of_lt (pow_pos (Real.cosh_pos c) 2)
      (pow_lt_pow_left₀ hcd (Real.cosh_pos c).le two_ne_zero)
  simp only [Real.tanh_zero, sub_zero] at h1 h2
  rw [h1, h2, div_lt_div_iff₀ (sub_pos.2 h) hx] at hs
  rw [div_lt_div_iff₀ (hx.trans h) hx]
  linarith
```

The proof turns on Mathlib's `exists_hasDerivAt_eq_slope`, a form of the mean value theorem. It takes a function, a candidate derivative, an inequality between the endpoints, continuity on the closed interval and a `HasDerivAt` statement at each interior point. It returns an interior point where the candidate derivative equals the mean slope.

Since the derivative is supplied explicitly as `fun z => 1 / Real.cosh z ^ 2`, the equations `h1` and `h2` speak of $\cosh$ from the start. The first call uses `hx` for the interval from $0$ to $x$, the second uses `h` for the interval from $x$ to $y$. The membership facts `hc` and `hd` place $c$ below $x$ and $d$ above it, which yields `hcd`. Only the ordering of the two points is needed, not their values. Differentiating $\tanh x/x$ directly would instead call for the inequality $\sinh 2x>2x$.

## From one level to the gap sum

A nonzero level has positive energy at every gap, which keeps the denominators positive.

```lean
/-- A level with `ξ ≠ 0` has positive quasiparticle energy for every gap. -/
theorem energy_pos {ξ : ℝ} (hξ : ξ ≠ 0) (Δ : ℝ) : 0 < energy ξ Δ :=
  Real.sqrt_pos.2 (by positivity)
```

The kernel inequality is `tanh_div_lt` at the points $E_1/2T$ and $E_2/2T$. The proof clears denominators and restores the factor that relates $x$ to $E$.

```lean
/-- At fixed positive temperature the pair kernel strictly decreases with the
quasiparticle energy `E > 0`. -/
theorem pairKernel_lt {T E₁ E₂ : ℝ} (hT : 0 < T) (hE : 0 < E₁) (h : E₁ < E₂) :
    pairKernel T E₂ < pairKernel T E₁ := by
  have hT2 : 0 < 2 * T := by positivity
  have hx : 0 < E₁ / (2 * T) := div_pos hE hT2
  have hxy : E₁ / (2 * T) < E₂ / (2 * T) := div_lt_div_of_pos_right h hT2
  have key := tanh_div_lt hx hxy
  rw [div_lt_div_iff₀ (hx.trans hxy) hx] at key
  have e₁ : E₁ / (2 * T) * (2 * T) = E₁ := div_mul_cancel₀ _ hT2.ne'
  have e₂ : E₂ / (2 * T) * (2 * T) = E₂ := div_mul_cancel₀ _ hT2.ne'
  unfold pairKernel
  rw [div_lt_div_iff₀ (by linarith) (by linarith)]
  generalize E₁ / (2 * T) = x at *
  generalize E₂ / (2 * T) = y at *
  -- multiply by 4T: the 2 in the denominator `2E` times the 2T in `E = 2T x`
  have key' := mul_lt_mul_of_pos_right key (show 0 < 4 * T by positivity)
  rw [← e₁, ← e₂]
  linarith
```

Both monotonicities of $S$ are now proved term by term. The assumption `Nonempty ι` is what makes the sums strictly ordered, because an empty sum stays at zero. For heating, the denominator of each term is fixed and `tanh_lt` compares the numerators.

```lean
/-- For at least one level and all `ξₖ ≠ 0`, heating from a positive temperature at fixed gap
strictly lowers the gap sum. -/
theorem gapSum_lt_of_temp [Nonempty ι] {ξ : ι → ℝ} (hξ : ∀ k, ξ k ≠ 0) {T₁ T₂ : ℝ}
    (hT : 0 < T₁) (h : T₁ < T₂) (Δ : ℝ) : gapSum ξ T₂ Δ < gapSum ξ T₁ Δ := by
  refine Finset.sum_lt_sum_of_nonempty Finset.univ_nonempty fun k _ => ?_
  have hE := energy_pos (hξ k) Δ
  exact div_lt_div_of_pos_right
    (tanh_lt (div_lt_div_of_pos_left hE (by linarith) (by linarith))) (by linarith)
```

For a growing gap, monotonicity of the square root orders the energies and `pairKernel_lt` orders the terms. It follows that at a fixed positive temperature and coupling the equation has at most one nonnegative solution.

```lean
/-- For at least one level and all `ξₖ ≠ 0`, enlarging a nonnegative gap at fixed positive
temperature strictly lowers the gap sum. -/
theorem gapSum_lt_of_gap [Nonempty ι] {ξ : ι → ℝ} (hξ : ∀ k, ξ k ≠ 0) {T Δ₁ Δ₂ : ℝ}
    (hT : 0 < T) (hΔ : 0 ≤ Δ₁) (h : Δ₁ < Δ₂) : gapSum ξ T Δ₂ < gapSum ξ T Δ₁ := by
  refine Finset.sum_lt_sum_of_nonempty Finset.univ_nonempty fun k _ => ?_
  refine pairKernel_lt hT (energy_pos (hξ k) Δ₁) (Real.sqrt_lt_sqrt (by positivity) ?_)
  have := pow_lt_pow_left₀ h hΔ two_ne_zero
  linarith
```

## The decrease of the gap

In words, `gap_decreases` says: if all levels are nonzero, and $\Delta_1\ge 0$ and $\Delta_2$ solve the gap equation with the same $g$ at $T_1$ and $T_2$, where $0<T_1<T_2$, then $\Delta_2<\Delta_1$. No sign is assumed for $g$, since the equation itself forces it to be positive. No sign is assumed for $\Delta_2$ either, since a negative value satisfies the conclusion at once.

```lean
/-- The gap shrinks on heating: if all `ξₖ ≠ 0` and the gaps `Δ₁ ≥ 0` and `Δ₂` solve the gap
equation with the same coupling at temperatures `0 < T₁ < T₂`, then `Δ₂ < Δ₁`. -/
theorem gap_decreases {g : ℝ} {ξ : ι → ℝ} (hξ : ∀ k, ξ k ≠ 0) {T₁ T₂ Δ₁ Δ₂ : ℝ}
    (hT : 0 < T₁) (h : T₁ < T₂) (hΔ₁ : 0 ≤ Δ₁)
    (h₁ : SolvesGap g ξ T₁ Δ₁) (h₂ : SolvesGap g ξ T₂ Δ₂) : Δ₂ < Δ₁ := by
  rcases isEmpty_or_nonempty ι with hι | hι
  · simp [SolvesGap, gapSum] at h₁
  unfold SolvesGap at h₁ h₂
  -- equal coupling means equal gap sums
  have heq : gapSum ξ T₁ Δ₁ = gapSum ξ T₂ Δ₂ := by
    linear_combination gapSum ξ T₂ Δ₂ * h₁ - gapSum ξ T₁ Δ₁ * h₂
  by_contra hn
  have hheat := gapSum_lt_of_temp hξ hT h Δ₂
  rcases (not_lt.1 hn).eq_or_lt with he | hl
  · rw [he] at heq
    linarith
  · have := gapSum_lt_of_gap hξ hT hΔ₁ hl
    linarith
```

The case of no levels is removed first. Equality of the two sums, `heq`, is obtained by `linear_combination`: multiplying each gap equation by the other's sum and subtracting eliminates $g$ without a division. The negated conclusion is then split into $\Delta_1=\Delta_2$, where heating alone gives the contradiction, and $\Delta_1<\Delta_2$, where both monotonicities are used.

## The critical temperature

The last theorem takes as a hypothesis, `hc`, that `Tc` solves the equation at zero gap. It does not show that such a temperature exists. For finitely many nonzero levels this is a real condition on the coupling: $S(T,0)$ never exceeds $\sum_k 1/(2|\xi_k|)$, so too weak a coupling has no $T_c$.

```lean
/-- Critical temperature: let all `ξₖ ≠ 0` and let `Tc > 0` solve the gap equation at `Δ = 0`.
Then at a temperature `T > 0` a positive gap exists if and only if `T < Tc`. -/
theorem exists_gap_iff {g : ℝ} {ξ : ι → ℝ} (hξ : ∀ k, ξ k ≠ 0) {T Tc : ℝ}
    (hT : 0 < T) (hTc : 0 < Tc) (hc : SolvesGap g ξ Tc 0) :
    (∃ Δ, 0 < Δ ∧ SolvesGap g ξ T Δ) ↔ T < Tc := by
  rcases isEmpty_or_nonempty ι with hι | hι
  · simp [SolvesGap, gapSum] at hc
  constructor
  · rintro ⟨Δ, hΔ, hs⟩
    by_contra hn
    rcases (not_lt.1 hn).eq_or_lt with he | hl
    · subst he
      have hlt := gapSum_lt_of_gap hξ hTc le_rfl hΔ
      unfold SolvesGap at hs hc
      have heq : gapSum ξ Tc Δ = gapSum ξ Tc 0 := by
        linear_combination gapSum ξ Tc 0 * hs - gapSum ξ Tc Δ * hc
      linarith
    · have := gap_decreases hξ hTc hl le_rfl hc hs
      linarith
  · intro h
    unfold SolvesGap at hc
    -- the equation at Tc forces an attractive coupling
    have hpos : 0 < gapSum ξ Tc 0 := by
      refine Finset.sum_pos (fun k _ => ?_) Finset.univ_nonempty
      have hE := energy_pos (hξ k) 0
      have ht := tanh_lt (div_pos hE (show 0 < 2 * Tc by linarith))
      rw [Real.tanh_zero] at ht
      exact div_pos ht (by linarith)
    have hg : 0 < g := by
      by_contra hg
      nlinarith [not_lt.1 hg, hpos]
    have hzero : 1 < g * gapSum ξ T 0 := by
      have := mul_lt_mul_of_pos_left (gapSum_lt_of_temp hξ hT h 0) hg
      linarith
    -- at the large gap g N the left side has dropped to at most 1/2
    have hN : (0 : ℝ) < Fintype.card ι := by exact_mod_cast Fintype.card_pos
    have hM : 0 < g * (Fintype.card ι : ℝ) := mul_pos hg hN
    have hbound : gapSum ξ T (g * Fintype.card ι) ≤
        Fintype.card ι * (1 / (2 * (g * Fintype.card ι))) := by
      rw [← nsmul_eq_mul, ← Finset.card_univ, ← Finset.sum_const]
      refine Finset.sum_le_sum fun k _ => ?_
      rw [Finset.card_univ]
      have hle : g * (Fintype.card ι : ℝ) ≤ energy (ξ k) (g * Fintype.card ι) :=
        (Real.le_sqrt' hM).2 (by linarith [sq_nonneg (ξ k)])
      refine div_le_div₀ zero_le_one ?_ (by linarith) (by linarith)
      rw [Real.tanh_eq_sinh_div_cosh, div_le_one (Real.cosh_pos _)]
      linarith [Real.cosh_sub_sinh (energy (ξ k) (g * Fintype.card ι) / (2 * T)),
        Real.exp_pos (-(energy (ξ k) (g * Fintype.card ι) / (2 * T)))]
    have hlarge : g * gapSum ξ T (g * Fintype.card ι) ≤ 1 := by
      have h1 := mul_le_mul_of_nonneg_left hbound hg.le
      have h2 : g * (Fintype.card ι * (1 / (2 * (g * Fintype.card ι)))) = (1 / 2 : ℝ) := by
        field_simp
      linarith
    have hcont : Continuous fun Δ => g * gapSum ξ T Δ := by
      have ht : Continuous Real.tanh :=
        continuous_iff_continuousAt.2 fun z => (hasDerivAt_tanh z).continuousAt
      refine continuous_const.mul (continuous_finsetSum _ fun k _ => ?_)
      have hE : Continuous fun Δ => energy (ξ k) Δ := by
        unfold energy
        fun_prop
      exact (ht.comp (hE.div_const _)).div (continuous_const.mul hE)
        fun Δ => (mul_pos two_pos (energy_pos (hξ k) Δ)).ne'
    -- intermediate value theorem in the gap
    obtain ⟨Δ, hΔ, hs⟩ := intermediate_value_Icc' hM.le hcont.continuousOn ⟨hlarge, hzero.le⟩
    refine ⟨Δ, lt_of_le_of_ne hΔ.1 ?_, hs⟩
    rintro rfl
    exact hzero.ne' hs

end

end GapEquationTemperature
```

The first direction is the exclusion of positive gaps at and above $T_c$, with the cases $T=T_c$ and $T>T_c$ treated as in the derivation. In the second, `hzero` is the inequality $gS(T,0)>1$. The bound `hbound` estimates each term at $\Delta=gN$, where `Fintype.card ι` is $N$, and `hlarge` records that the left side is then at most $1$. With continuity in `hcont`, the intermediate value theorem for a function that starts high and ends low, `intermediate_value_Icc'`, supplies the gap. The final lines exclude $\Delta=0$ by means of `hzero`.

```lean
#print axioms GapEquationTemperature.gap_decreases
-- 'GapEquationTemperature.gap_decreases' depends on axioms: [propext, Classical.choice, Quot.sound]
#print axioms GapEquationTemperature.exists_gap_iff
-- 'GapEquationTemperature.exists_gap_iff' depends on axioms: [propext, Classical.choice, Quot.sound]
```
